# A sum rule for the Fröhlich vertex with unit prefactors over an orthonormal mode basis

**Q:** Before I believe any sum rule, tell me what the symbols are and which conventions you have fixed.

**A:** The wavevector $q$ is a real vector with components labelled by a finite set `n`, the Cartesian directions. Atomic displacements are real vectors with components labelled by a second finite set `m`. The dielectric matrix $\varepsilon$ is $n\times n$, and the charge matrix $Z$ is $n\times m$: it turns a displacement $v$ into a polarization $Zv$. Three directions and a $3\times3$ matrix $Z$ are a special case. For a cell with $N$ atoms, $m$ has $3N$ elements and $Z$ holds the Born effective charge tensors side by side.

```lean
import Mathlib

open Matrix

namespace FrohlichVertexSumRule

variable {n m : Type*} [Fintype n] [Fintype m]
```

In the code, `⬝ᵥ` is the dot product and `*ᵥ` applies a matrix to a vector. A squared length $|w|^2$ therefore appears as `w ⬝ᵥ w`.

**Q:** And the modes?

**A:** They are vectors $e_\nu$ with $e_\mu\cdot e_\nu=\delta_{\mu\nu}$. The label $\nu$ runs over the same set `m` as the displacement coordinates, so there are exactly enough modes to form a basis. Completeness is built into the counting.

```lean
/-- The vibrational modes `e ν` are orthonormal, and there are as many of them as
displacement coordinates. -/
def IsModeBasis [DecidableEq m] (e : m → m → ℝ) : Prop :=
  ∀ μ ν, e μ ⬝ᵥ e ν = if μ = ν then 1 else 0
```

**Q:** Phonon eigenvectors at a general $q$ are complex, and they are orthonormal only after mass weighting.

**A:** The masses are harmless: divide each column of $Z$ by the square root of the mass that belongs to it, and the $e_\nu$ can be the mass-weighted eigenvectors. Complex eigenvectors are not covered. The theorems treat real modes, which suits the limit $q\to0$ along a fixed direction, where the eigenvectors can be chosen real.

**Q:** Where is the vertex itself? I expected a quotient.

**A:** It is defined by the equation that produces the quotient. A mode with polarization $Ze_\nu$ carries a bound charge proportional to $q\cdot Ze_\nu$, and the screened Poisson equation in reciprocal space relates that charge to the potential amplitude $g_\nu$:
$$(q\cdot\varepsilon q)\,g_\nu = q\cdot Z e_\nu .$$

```lean
/-- The screened Poisson equation at wavevector `q`: the potential amplitude `g ν`, screened by
the dielectric matrix `eps`, is generated by the polarization `Z e_ν` of mode `ν`
(unit prefactors). -/
def IsVertex (eps : Matrix n n ℝ) (Z : Matrix n m ℝ) (e : m → m → ℝ)
    (q : n → ℝ) (g : m → ℝ) : Prop :=
  ∀ ν, (q ⬝ᵥ eps *ᵥ q) * g ν = q ⬝ᵥ Z *ᵥ e ν
```

**Q:** You have lost the factor $i$, the $4\pi$, the cell volume and the zero-point amplitude.

**A:** The first three are common to all modes, so they only rescale the sum of $|g_\nu|^2$. The zero-point amplitude is different, because it contains $1/\sqrt{\omega_\nu}$, which changes from mode to mode. The rule is thus about the vertex with that factor removed. In terms of the usual matrix elements, it constrains $\sum_\nu\omega_\nu|g_\nu|^2$ and not $\sum_\nu|g_\nu|^2$.

**Q:** Accepted. When does your equation give back the quotient?

**A:** When $q\cdot\varepsilon q$ is nonzero. Here the hypothesis that $\varepsilon$ is positive definite enters, which in Lean includes symmetry. Physically, $\varepsilon$ is the electronic dielectric matrix, and positivity says that a macroscopic field of any direction, applied with the nuclei held fixed, costs positive energy in the medium. It gives $q\cdot\varepsilon q>0$ for every $q\neq0$.

```lean
/-- A positive definite dielectric matrix screens every nonzero wavevector with a positive
factor. -/
theorem screening_pos {eps : Matrix n n ℝ} (heps : eps.PosDef) {q : n → ℝ} (hq : q ≠ 0) :
    0 < q ⬝ᵥ eps *ᵥ q := by
  have h := heps.dotProduct_mulVec_pos hq
  rwa [star_trivial] at h
```

The proof specialises Mathlib's statement about positive definite matrices; `star_trivial` removes a complex conjugation that does nothing to real numbers. Dividing the Poisson equation by the positive number $q\cdot\varepsilon q$ then gives
$$g_\nu=\frac{q\cdot Ze_\nu}{q\cdot\varepsilon q},$$
and multiplying takes us back. The next theorem states this equivalence, mode by mode.

```lean
/-- For a positive definite dielectric matrix and a nonzero wavevector, the screened Poisson
equation holds exactly for the Fröhlich vertex `⟨q, Z e_ν⟩ / ⟨q, eps q⟩`. -/
theorem isVertex_iff {eps : Matrix n n ℝ} (heps : eps.PosDef) (Z : Matrix n m ℝ)
    (e : m → m → ℝ) {q : n → ℝ} (hq : q ≠ 0) (g : m → ℝ) :
    IsVertex eps Z e q g ↔ ∀ ν, g ν = (q ⬝ᵥ Z *ᵥ e ν) / (q ⬝ᵥ eps *ᵥ q) := by
  have hD := (screening_pos heps hq).ne'
  refine forall_congr' fun ν => ?_
  rw [eq_div_iff hD, mul_comm]
```

**Q:** Good, so it is the familiar vertex. Now derive the sum rule as you would at a blackboard.

**A:** There are three steps. First, let $E$ be the square matrix whose row $\nu$ is $e_\nu$. Orthonormality says $EE^{T}=1$. For a square matrix a right inverse is also a left inverse, so $E^{T}E=1$. The components of $Ew$ are $e_\nu\cdot w$, hence for any displacement vector $w$
$$\sum_\nu (w\cdot e_\nu)^2=|Ew|^2=w\cdot E^{T}E\,w=|w|^2 .$$

Second, move $Z$ to the other side of the dot product:
$$q\cdot Ze_\nu=(Z^{T}q)\cdot e_\nu .$$

Third, square the Poisson equation, sum over $\nu$, and use the first step with $w=Z^{T}q$:
$$(q\cdot\varepsilon q)^2\sum_\nu g_\nu^2=\sum_\nu\big((Z^{T}q)\cdot e_\nu\big)^2=|Z^{T}q|^2 .$$
For $q\neq0$ we may divide:
$$\sum_\nu g_\nu^2=\frac{|Z^{T}q|^2}{(q\cdot\varepsilon q)^2}.$$

**Q:** Does the formal proof follow that route?

**A:** Yes. The first step is `sum_sq_projection`. There `Matrix.of e` is $E$, `h1` is $EE^{T}=1$, and `mul_eq_one_comm` turns it into `h2`, which is $E^{T}E=1$. The `calc` block is the displayed chain of equalities.

```lean
/-- The squared projections of a displacement vector on all modes add up to its squared
length. -/
theorem sum_sq_projection [DecidableEq m] {e : m → m → ℝ} (he : IsModeBasis e) (w : m → ℝ) :
    ∑ ν, (w ⬝ᵥ e ν) ^ 2 = w ⬝ᵥ w := by
  -- orthonormal rows of a square matrix imply orthonormal columns
  have h1 : (Matrix.of e) * (Matrix.of e)ᵀ = 1 := by
    ext μ ν
    rw [Matrix.one_apply]
    exact he μ ν
  have h2 : (Matrix.of e)ᵀ * (Matrix.of e) = 1 := mul_eq_one_comm.mp h1
  calc ∑ ν, (w ⬝ᵥ e ν) ^ 2 = (Matrix.of e *ᵥ w) ⬝ᵥ (Matrix.of e *ᵥ w) := by
        change _ = ∑ ν, (e ν ⬝ᵥ w) * (e ν ⬝ᵥ w)
        refine Finset.sum_congr rfl fun ν _ => ?_
        rw [dotProduct_comm w, sq]
    _ = w ⬝ᵥ w := by
        rw [Matrix.dotProduct_mulVec, ← Matrix.mulVec_transpose, Matrix.mulVec_mulVec, h2,
          Matrix.one_mulVec]
```

The second step is a lemma of its own, stated for any displacement $v$.

```lean
/-- The dot product of `q` with the polarization `Z v` equals the dot product of `Zᵀ q` with the
displacement `v`. -/
theorem longitudinal_polarization (Z : Matrix n m ℝ) (q : n → ℝ) (v : m → ℝ) :
    q ⬝ᵥ Z *ᵥ v = (Zᵀ *ᵥ q) ⬝ᵥ v := by
  rw [Matrix.dotProduct_mulVec, ← Matrix.mulVec_transpose]
```

The third step comes first in its undivided form. The proof expands $|Z^{T}q|^2$ into squared projections, pulls the screening factor inside the sum, and compares the terms for each $\nu$ by means of the Poisson equation `hg ν`.

```lean
/-- The squared vertices summed over modes, times the squared screening factor, give the squared
length of `Zᵀ q`. -/
theorem screened_sum_rule [DecidableEq m] {eps : Matrix n n ℝ} {Z : Matrix n m ℝ}
    {e : m → m → ℝ} (he : IsModeBasis e) {q : n → ℝ} {g : m → ℝ}
    (hg : IsVertex eps Z e q g) :
    (q ⬝ᵥ eps *ᵥ q) ^ 2 * ∑ ν, g ν ^ 2 = (Zᵀ *ᵥ q) ⬝ᵥ (Zᵀ *ᵥ q) := by
  rw [← sum_sq_projection he, Finset.mul_sum]
  refine Finset.sum_congr rfl fun ν _ => ?_
  rw [← longitudinal_polarization, ← hg ν]
  ring
```

**Q:** That one assumes neither $q\neq0$ nor a positive definite $\varepsilon$.

**A:** It needs neither, but at $q=0$ it reads $0=0$. The Poisson equation then leaves $g$ completely undetermined. The divided form needs $q\cdot\varepsilon q\neq0$. An indefinite $\varepsilon$ could make this factor vanish even at nonzero $q$; the two conditions together rule that out.

```lean
/-- **Sum rule for the Fröhlich vertex.** For a positive definite dielectric matrix and a nonzero
wavevector, the squared coupling summed over all modes is `|Zᵀ q|² / ⟨q, eps q⟩²`. -/
theorem frohlich_sum_rule [DecidableEq m] {eps : Matrix n n ℝ} (heps : eps.PosDef)
    {Z : Matrix n m ℝ} {e : m → m → ℝ} (he : IsModeBasis e) {q : n → ℝ} (hq : q ≠ 0)
    {g : m → ℝ} (hg : IsVertex eps Z e q g) :
    ∑ ν, g ν ^ 2 = ((Zᵀ *ᵥ q) ⬝ᵥ (Zᵀ *ᵥ q)) / (q ⬝ᵥ eps *ᵥ q) ^ 2 := by
  rw [eq_div_iff (pow_ne_zero 2 (screening_pos heps hq).ne'), mul_comm]
  exact screened_sum_rule he hg
```

Read in words: if $\varepsilon$ is positive definite, the modes are orthonormal and complete, $q$ is nonzero, and $g$ solves the screened Poisson equation, then the squared couplings add up to $|Z^{T}q|^2/(q\cdot\varepsilon q)^2$. The proof multiplies out the denominator, which `screening_pos` shows to be nonzero, and quotes the undivided rule.

**Q:** What does this buy someone who computes polarons?

**A:** The right-hand side contains no eigenvectors. For the long-range dipole part of the coupling, with real modes and the frequency factor removed, the total at a given $q$ can be computed from $\varepsilon$ and $Z$ and compared with the sum over modes. If the $e_\nu$ are mass-weighted eigenvectors, $Z$ must carry the mass factors described above. A rotation within a degenerate set of modes can change the individual $g_\nu$ but not the total. Short-range and quadrupole contributions are not in the model.

**Q:** Show me that it reduces to the textbook $1/|q|^2$.

**A:** Put $Z=zI$ and $\varepsilon=\varepsilon_0I$ with $\varepsilon_0>0$. Displacements now have as many components as $q$; think of the relative displacement of the two sublattices in a cubic diatomic crystal. Here $\varepsilon_0$ is just the isotropic value of $\varepsilon$, physically the electronic dielectric constant, and not the vacuum permittivity. Then $Z^{T}q=zq$ and $q\cdot\varepsilon q=\varepsilon_0|q|^2$, so
$$\sum_\nu g_\nu^2=\frac{z^2|q|^2}{\varepsilon_0^2|q|^4}=\frac{z^2}{\varepsilon_0^2|q|^2}.$$

```lean
/-- For an isotropic effective charge `z`, dielectric constant `eps0 > 0` and nonzero `q`, the
summed squared coupling is `z² / (eps0² |q|²)`. -/
theorem isotropic_sum_rule [DecidableEq n] {eps0 z : ℝ} (h0 : 0 < eps0)
    {e : n → n → ℝ} (he : IsModeBasis e) {q : n → ℝ} (hq : q ≠ 0) {g : n → ℝ}
    (hg : IsVertex (eps0 • (1 : Matrix n n ℝ)) (z • (1 : Matrix n n ℝ)) e q g) :
    ∑ ν, g ν ^ 2 = z ^ 2 / (eps0 ^ 2 * (q ⬝ᵥ q)) := by
  have hQ : q ⬝ᵥ q ≠ 0 := fun h => hq (dotProduct_self_eq_zero.mp h)
  have h := screened_sum_rule he hg
  simp only [Matrix.transpose_smul, Matrix.transpose_one, Matrix.smul_mulVec,
    Matrix.one_mulVec, dotProduct_smul, smul_dotProduct, smul_eq_mul] at h
  rw [eq_div_iff (mul_ne_zero (pow_ne_zero 2 h0.ne') hQ)]
  -- one common factor |q|² cancels
  apply mul_right_cancel₀ hQ
  linear_combination h
```

The `simp only` line evaluates the multiples of the identity in the undivided rule. One factor $|q|^2$ is then cancelled, as in the formula above.

**Q:** In an anisotropic crystal, does each mode still diverge as $1/|q|$?

**A:** Along a fixed direction, yes, apart from modes whose coupling vanishes there. Replace $q$ by $tq$ with $t\neq0$. The screening factor gains $t^2$ and the source gains $t$, so $t^2(q\cdot\varepsilon q)\,g'_\nu=t\,(q\cdot Ze_\nu)=t\,(q\cdot\varepsilon q)\,g_\nu$, and therefore $g'_\nu=g_\nu/t$. The same $e_\nu$ are used at both wavevectors, so the mode patterns are taken as constant along the ray.

```lean
/-- For a positive definite dielectric matrix and fixed mode vectors, multiplying a nonzero
wavevector by `t ≠ 0` divides the vertex of every mode by `t`. -/
theorem vertex_scaling {eps : Matrix n n ℝ} (heps : eps.PosDef) {Z : Matrix n m ℝ}
    {e : m → m → ℝ} {q : n → ℝ} (hq : q ≠ 0) {t : ℝ} (ht : t ≠ 0) {g g' : m → ℝ}
    (hg : IsVertex eps Z e q g) (hg' : IsVertex eps Z e (t • q) g') (ν : m) :
    g' ν = g ν / t := by
  have h := hg' ν
  simp only [Matrix.mulVec_smul, dotProduct_smul, smul_dotProduct, smul_eq_mul] at h
  rw [eq_div_iff ht]
  apply mul_left_cancel₀ (mul_ne_zero ht (screening_pos heps hq).ne')
  linear_combination h - t * hg ν
```

Orthonormality is not used here. The proof cancels the nonzero factor $t\,(q\cdot\varepsilon q)$, and `linear_combination` combines the two Poisson equations.

**Q:** Fröhlich's own picture has a single longitudinal mode that couples. Your sum runs over all of them.

**A:** The picture is recovered under a precise condition. Pick a mode $\nu_0$. All other modes have $g_\nu=0$ exactly when $Z^{T}q=c\,e_{\nu_0}$ for some real $c$. The value $c=0$ is allowed, and then $\nu_0$ decouples too.

Suppose first that the others decouple. Their Poisson equations give $(Z^{T}q)\cdot e_\nu=0$ for $\nu\neq\nu_0$. Set $c=(Z^{T}q)\cdot e_{\nu_0}$. The remainder $Z^{T}q-c\,e_{\nu_0}$ has zero projection on every mode, so by the first step of the derivation its length is zero. Conversely, if $Z^{T}q=c\,e_{\nu_0}$, then for $\nu\neq\nu_0$ we get $(q\cdot\varepsilon q)\,g_\nu=c\,e_{\nu_0}\cdot e_\nu=0$, and the positive screening factor forces $g_\nu=0$.

```lean
/-- For a positive definite dielectric matrix, orthonormal modes and nonzero `q`, all modes other
than `ν₀` have zero vertex exactly when `Zᵀ q` is a real multiple (possibly zero) of `e ν₀`. -/
theorem single_mode_coupling_iff [DecidableEq m] {eps : Matrix n n ℝ} (heps : eps.PosDef)
    {Z : Matrix n m ℝ} {e : m → m → ℝ} (he : IsModeBasis e) {q : n → ℝ} (hq : q ≠ 0)
    {g : m → ℝ} (hg : IsVertex eps Z e q g) (ν₀ : m) :
    (∀ ν, ν ≠ ν₀ → g ν = 0) ↔ ∃ c : ℝ, Zᵀ *ᵥ q = c • e ν₀ := by
  constructor
  · intro h
    refine ⟨(Zᵀ *ᵥ q) ⬝ᵥ e ν₀, ?_⟩
    -- the remainder is orthogonal to every mode, hence zero
    rw [← sub_eq_zero, ← dotProduct_self_eq_zero, ← sum_sq_projection he]
    refine Finset.sum_eq_zero fun ν _ => ?_
    rw [sub_dotProduct, smul_dotProduct, he ν₀ ν, smul_eq_mul]
    by_cases hν : ν = ν₀
    · subst hν
      simp
    · have h1 := hg ν
      rw [h ν hν, mul_zero, longitudinal_polarization] at h1
      rw [← h1, if_neg (Ne.symm hν)]
      ring
  · rintro ⟨c, hc⟩ ν hν
    have h1 := hg ν
    rw [longitudinal_polarization Z, hc, smul_dotProduct, he ν₀ ν, if_neg (Ne.symm hν),
      smul_zero] at h1
    exact (mul_eq_zero.mp h1).resolve_left (screening_pos heps hq).ne'
```

The two bullets of the proof are these two directions, and `by_cases` separates the projection on $\nu_0$ from the rest. In the isotropic case with $z\neq0$, the condition says that $e_{\nu_0}$ points along $q$: the one coupled mode is the longitudinal one.

**Q:** Give me numbers, and not an isotropic case where everything is easy.

**A:** Let $q$ and the displacements lie in a plane of a bulk crystal, so that two components are enough. (A monolayer is a different problem, because its long-range screening has another form.) Take
$$\varepsilon=\begin{pmatrix}2&0\\0&3\end{pmatrix},\quad Z=\begin{pmatrix}1&1\\0&1\end{pmatrix},\quad q=\begin{pmatrix}1\\1\end{pmatrix},$$
and, counting from zero as Lean does, the modes $e_0=(3/5,\,4/5)$ and $e_1=(-4/5,\,3/5)$.

The screening factor is $q\cdot\varepsilon q=2+3=5$, and $Z^{T}q=(1,2)$. The projections are
$$(Z^{T}q)\cdot e_0=\tfrac35+\tfrac85=\tfrac{11}5,\qquad (Z^{T}q)\cdot e_1=-\tfrac45+\tfrac65=\tfrac25 .$$
Dividing by 5 gives $g_0=11/25$ and $g_1=2/25$. The sum over modes is $(121+4)/625=1/5$. The right-hand side of the rule is $|(1,2)|^2/5^2=5/25=1/5$.

Since $Z$ is not symmetric, the example also tells $Z^{T}q$ from $Zq$: here $Zq=(2,1)$, which has the same length but different projections on the modes.

```lean
/-- An anisotropic two-dimensional instance: dielectric matrix `diag(2, 3)`, a non-symmetric
charge matrix, rotated modes, wavevector `(1, 1)` and vertices `11/25` and `2/25`. -/
theorem frohlich_sum_rule_witness :
    (Matrix.diagonal ![(2 : ℝ), 3]).PosDef ∧
    IsModeBasis (![![3/5, 4/5], ![-4/5, 3/5]] : Fin 2 → Fin 2 → ℝ) ∧
    IsVertex (Matrix.diagonal ![(2 : ℝ), 3]) !![1, 1; 0, 1]
      ![![3/5, 4/5], ![-4/5, 3/5]] ![1, 1] ![11/25, 2/25] := by
  refine ⟨Matrix.posDef_diagonal_iff.mpr fun i => ?_, fun μ ν => ?_, fun ν => ?_⟩
  · fin_cases i <;> norm_num
  · fin_cases μ <;> fin_cases ν <;> norm_num [dotProduct, Fin.sum_univ_two]
  · fin_cases ν <;>
      norm_num [dotProduct, Matrix.mulVec, Fin.sum_univ_two, Matrix.diagonal_apply]

end FrohlichVertexSumRule
```

This theorem confirms that the matrix is positive definite, that the modes are orthonormal, and that the two vertices solve the Poisson equation. With $q$ visibly nonzero, `frohlich_sum_rule` applies to these numbers.

```lean
#print axioms FrohlichVertexSumRule.frohlich_sum_rule
#print axioms FrohlichVertexSumRule.isotropic_sum_rule
#print axioms FrohlichVertexSumRule.vertex_scaling
#print axioms FrohlichVertexSumRule.single_mode_coupling_iff
```

```
'FrohlichVertexSumRule.frohlich_sum_rule' depends on axioms: [propext, Classical.choice, Quot.sound]
'FrohlichVertexSumRule.isotropic_sum_rule' depends on axioms: [propext, Classical.choice, Quot.sound]
'FrohlichVertexSumRule.vertex_scaling' depends on axioms: [propext, Classical.choice, Quot.sound]
'FrohlichVertexSumRule.single_mode_coupling_iff' depends on axioms: [propext, Classical.choice, Quot.sound]
```

**Q:** Does the argument give anything for two different wavevectors?

**A:** It does, if the same real modes serve both. Because $E^{T}E=1$, we also have $\sum_\nu(w\cdot e_\nu)(w'\cdot e_\nu)=w\cdot w'$. With $w=Z^{T}q$ and $w'=Z^{T}q'$, for positive definite $\varepsilon$ and nonzero $q$ and $q'$,
$$\sum_\nu g_\nu(q)\,g_\nu(q')=\frac{(Z^{T}q)\cdot(Z^{T}q')}{(q\cdot\varepsilon q)(q'\cdot\varepsilon q')}.$$
This cross rule is derived by hand only; none of the Lean theorems above states it. Setting $q'=q$ returns the sum rule.
